# Convergence of the projector iteration and its projected energy for a finite CI matrix with exact energy shift

A configuration interaction (CI) matrix $H$ is often too large to diagonalise, while its product with a vector is still affordable. A ground state can then be filtered out of a trial vector $x$ by applying $1 - s(H - E_0)$ again and again, where $s$ is a time step and $E_0$ an energy shift. Each application is a first-order step of imaginary-time evolution. How large may $s$ be, which trial vectors work, and when does the energy read off from a single determinant tend to the eigenvalue?

The answers below hold for a finite real symmetric matrix, exact arithmetic and a shift fixed at the exact target energy. They describe the deterministic linear iteration behind projector Monte Carlo in determinant space, without its sampling noise or shift control.

## The matrix, the step and the projected energy

The determinants form a finite type `ι`, and a CI vector is a real function on it.

```lean
import Mathlib

open Matrix Filter Topology

namespace ProjectorIteration

noncomputable section

variable {ι : Type*} [Fintype ι] [DecidableEq ι]
```

The eigenvectors $v_k$ and energies $E_k$ are labelled by the same type, so there are as many eigenvectors as determinants. In Lean, `v k i` is the component of $v_k$ on determinant $i$, `⬝ᵥ` is the inner product $\langle\cdot,\cdot\rangle$, and `*ᵥ` applies a matrix to a vector.

```lean
/-- The vectors `v k` are orthonormal eigenvectors of the CI matrix `H` with energies `E k`,
one for each determinant of the basis. -/
structure IsEigenbasis (H : Matrix ι ι ℝ) (E : ι → ℝ) (v : ι → ι → ℝ) : Prop where
  orthonormal : ∀ k l, v k ⬝ᵥ v l = if k = l then 1 else 0
  eigen : ∀ k, H *ᵥ v k = E k • v k
```

One step of the iteration is the matrix $P = 1 - s(H - E_0)$. It is called a projector because of its limit; a single step is in general not idempotent.

```lean
/-- The one-step projector `1 - s (H - E₀)` with time step `s` and energy shift `E₀`. -/
def projector (H : Matrix ι ι ℝ) (s E₀ : ℝ) : Matrix ι ι ℝ :=
  1 - s • (H - E₀ • (1 : Matrix ι ι ℝ))
```

For a reference determinant $r$, the projected energy of $x$ is $(Hx)_r/x_r$. It needs only one row of $H$ and is unchanged when $x$ is multiplied by a nonzero number.

```lean
/-- The projected energy `(H x)_r / x_r` of a CI vector `x` on the reference determinant `r`. -/
def projectedEnergy (H : Matrix ι ι ℝ) (r : ι) (x : ι → ℝ) : ℝ :=
  (H *ᵥ x) r / x r
```

## A complete set of orthonormal eigenvectors

The hypothesis `IsEigenbasis H E v` says that the stationary states are known in principle and mutually orthogonal. For a real symmetric $H$ such a basis exists by the spectral theorem; here it is given as data. Symmetry is not assumed separately, since $H = \sum_k E_k v_k v_k^T$ follows from the two conditions.

By hand, orthonormality is used to expand $x$. Let $V$ be the square matrix with rows $v_k$. Orthonormality reads $VV^T = 1$, and for a square matrix this implies $V^TV = 1$. Hence
$$x = V^T V x = \sum_k c_k v_k, \qquad c_k = \langle v_k, x\rangle .$$

The proof does the same: `h1` is $VV^T = 1$, and `mul_eq_one_comm` turns it into `h2`.

```lean
variable {H : Matrix ι ι ℝ} {E : ι → ℝ} {v : ι → ι → ℝ}

/-- Every CI vector is the sum of its components along the eigenvectors. -/
theorem eigenbasis_expansion (hv : IsEigenbasis H E v) (x : ι → ℝ) :
    x = ∑ k, (v k ⬝ᵥ x) • v k := by
  -- orthonormal rows of a square matrix give orthonormal columns
  have h1 : Matrix.of v * (Matrix.of v)ᵀ = 1 := by
    ext k l
    rw [Matrix.one_apply]
    exact hv.orthonormal k l
  have h2 : (Matrix.of v)ᵀ * Matrix.of v = 1 := mul_eq_one_comm.mp h1
  funext i
  have h3 : ((Matrix.of v)ᵀ *ᵥ (Matrix.of v *ᵥ x)) i = x i := by
    rw [Matrix.mulVec_mulVec, h2, Matrix.one_mulVec]
  refine h3.symm.trans ?_
  rw [Finset.sum_apply]
  change ∑ k, v k i * (v k ⬝ᵥ x) = _
  refine Finset.sum_congr rfl fun k _ => ?_
  rw [Pi.smul_apply, smul_eq_mul, mul_comm]
```

If $H$ is diagonalisable but not symmetric, its eigenvectors need not be orthogonal. The coefficient of $v_k$ is then the overlap of $x$ with the left eigenvector dual to $v_k$ (overlap one with $v_k$, zero with the other eigenvectors), and $\langle v_k, x\rangle$ is in general the wrong number.

## A shift equal to the target energy

Let $g$ label the target state. Setting $E_0 = E_g$ makes the target stationary under the iteration. For any shift, the eigenvalue equation gives
$$P v_k = v_k - s(E_k - E_0)v_k = \bigl(1 - s(E_k - E_0)\bigr)v_k .$$
If $P^N v_k = (1 - s(E_k-E_0))^N v_k$, then
$$P^{N+1}v_k = P^N(Pv_k) = \bigl(1 - s(E_k-E_0)\bigr)^{N+1}v_k,$$
and the case $N=0$ is trivial. In the proof, `hstep` is the single step and the induction supplies the power.

```lean
/-- After `N` steps the eigenvector `v k` is multiplied by `(1 - s (E k - E₀)) ^ N`. -/
theorem projector_pow_eigenvector (hv : IsEigenbasis H E v) (s E₀ : ℝ) (N : ℕ) (k : ι) :
    (projector H s E₀) ^ N *ᵥ v k = (1 - s * (E k - E₀)) ^ N • v k := by
  have hstep : projector H s E₀ *ᵥ v k = (1 - s * (E k - E₀)) • v k := by
    rw [projector, Matrix.sub_mulVec, Matrix.smul_mulVec, Matrix.sub_mulVec,
      Matrix.smul_mulVec, Matrix.one_mulVec, hv.eigen]
    module
  induction N with
  | zero => simp
  | succ N ih =>
    rw [pow_succ (projector H s E₀), ← Matrix.mulVec_mulVec, hstep, Matrix.mulVec_smul, ih,
      smul_smul, pow_succ']
```

Applying this to each term of the expansion of $x$ gives, by linearity,
$$P^N x = \sum_k \bigl(1 - s(E_k - E_0)\bigr)^N c_k\, v_k .$$

```lean
/-- The iterate after `N` steps, resolved into eigenvectors: each component of the start vector
carries its own amplification factor. -/
theorem projector_pow_expansion (hv : IsEigenbasis H E v) (s E₀ : ℝ) (N : ℕ) (x : ι → ℝ) :
    (projector H s E₀) ^ N *ᵥ x
      = ∑ k, ((1 - s * (E k - E₀)) ^ N * (v k ⬝ᵥ x)) • v k := by
  calc (projector H s E₀) ^ N *ᵥ x
      = Matrix.mulVecLin ((projector H s E₀) ^ N) (∑ k, (v k ⬝ᵥ x) • v k) := by
        rw [← eigenbasis_expansion hv x, Matrix.mulVecLin_apply]
    _ = ∑ k, ((1 - s * (E k - E₀)) ^ N * (v k ⬝ᵥ x)) • v k := by
        rw [map_sum]
        refine Finset.sum_congr rfl fun k _ => ?_
        rw [map_smul, Matrix.mulVecLin_apply, projector_pow_eigenvector hv, smul_smul,
          mul_comm (v k ⬝ᵥ x)]
```

With $E_0 = E_g$ the factor of $v_g$ is exactly $1$. With another shift, the target component is multiplied by $(1 - s(E_g - E_0))^N$. For small positive $s$ it grows if $E_0$ lies above $E_g$ and decays if $E_0$ lies below. Since $E_g$ is unknown at the start of a calculation, the exact shift is an idealisation.

## Damping of every other state

Write $q_k = 1 - s(E_k - E_g)$ for the amplification factor of state $k$ per step. The hypothesis `hs` is $|q_k| < 1$ for all $k \ne g$: every unwanted component shrinks at each step. By hand it enters when the limit is taken term by term:
$$P^N x = c_g v_g + \sum_{k\neq g} q_k^N c_k v_k \;\longrightarrow\; c_g v_g .$$

The proof writes the limit as a sum over all $k$ with zero coefficients for $k \neq g$, then treats each term separately. The case `k = g` is constant, and the others use the fact that powers of a number of modulus below one tend to zero. Convergence of vectors here means convergence of every component.

```lean
/-- If every other eigenvector has an amplification factor of modulus below one, the iteration
converges to the component of the start vector along the target state `v g`. -/
theorem tendsto_projector_pow (hv : IsEigenbasis H E v) (s : ℝ) (g : ι)
    (hs : ∀ k, k ≠ g → |1 - s * (E k - E g)| < 1) (x : ι → ℝ) :
    Tendsto (fun N : ℕ => (projector H s (E g)) ^ N *ᵥ x) atTop
      (𝓝 ((v g ⬝ᵥ x) • v g)) := by
  have hlim : (v g ⬝ᵥ x) • v g = ∑ k, (if k = g then v k ⬝ᵥ x else 0) • v k := by
    simp [ite_smul]
  rw [hlim]
  refine Tendsto.congr (fun N => (projector_pow_expansion hv s (E g) N x).symm) ?_
  refine tendsto_finsetSum _ fun k _ => Tendsto.smul_const ?_ (v k)
  by_cases hk : k = g
  · -- the target component is left unchanged
    subst hk
    simp
  · -- all other components decay geometrically
    have h := (tendsto_pow_atTop_nhds_zero_of_abs_lt_one (hs k hk)).mul_const (v k ⬝ᵥ x)
    rw [zero_mul] at h
    rw [if_neg hk]
    exact h
```

Without this hypothesis some start vector fails. Suppose the iteration works for every $x$, and start it from $v_k$ with $k \neq g$. The limit is $\langle v_g, v_k\rangle v_g = 0$, so the overlap with $v_k$ tends to zero:
$$\langle v_k, P^N v_k\rangle = q_k^N \to 0,$$
which forces $|q_k| < 1$. The condition is therefore necessary as well as sufficient.

```lean
/-- The iteration projects every start vector onto the target state `v g` if and only if all
other amplification factors have modulus below one. -/
theorem projection_iff (hv : IsEigenbasis H E v) (s : ℝ) (g : ι) :
    (∀ x : ι → ℝ, Tendsto (fun N : ℕ => (projector H s (E g)) ^ N *ᵥ x) atTop
      (𝓝 ((v g ⬝ᵥ x) • v g))) ↔ ∀ k, k ≠ g → |1 - s * (E k - E g)| < 1 := by
  refine ⟨fun h k hk => ?_, fun hs x => tendsto_projector_pow hv s g hs x⟩
  -- start from `v k` and follow its overlap with itself
  have hc : Continuous fun y : ι → ℝ => v k ⬝ᵥ y := by
    unfold dotProduct
    fun_prop
  have h1 : Tendsto (fun N : ℕ => v k ⬝ᵥ ((projector H s (E g)) ^ N *ᵥ v k)) atTop
      (𝓝 (v k ⬝ᵥ ((v g ⬝ᵥ v k) • v g))) := (hc.tendsto _).comp (h (v k))
  rw [hv.orthonormal g k, if_neg (Ne.symm hk), zero_smul, dotProduct_zero] at h1
  have h2 : Tendsto (fun N : ℕ => (1 - s * (E k - E g)) ^ N) atTop (𝓝 0) := by
    refine h1.congr fun N => ?_
    rw [projector_pow_eigenvector hv, dotProduct_smul, hv.orthonormal, if_pos rfl,
      smul_eq_mul, mul_one]
  exact tendsto_pow_atTop_nhds_zero_iff.mp h2
```

A start from $v_k$ stays put if $q_k = 1$, alternates in sign if $q_k = -1$, and grows if $|q_k| > 1$. The first case includes a state degenerate with the target. For positive $s$, the condition also requires every other energy to lie above $E_g$, so the target is the ground state.

## Overlap with the target and weight on the reference

Two further hypotheses concern only the energy. The first, `hx`, is $c_g = \langle v_g, x\rangle \neq 0$: the trial vector contains some of the target state. The second, `hr`, is $v_g(r) \ne 0$: the target has weight on the reference determinant.

By hand, both are needed to divide. The numerator $(HP^Nx)_r$ and the denominator $(P^Nx)_r$ are continuous functions of the iterate, so
$$\frac{(HP^Nx)_r}{(P^Nx)_r} \;\longrightarrow\; \frac{E_g\, c_g\, v_g(r)}{c_g\, v_g(r)} = E_g ,$$
because $c_g v_g(r) \neq 0$. For the same reason the denominator is nonzero from some step onwards, which Lean writes as `∀ᶠ N : ℕ in atTop`. In the proof, `hne` combines the two hypotheses, `hnum` and `hden` are the two limits, and `hE` evaluates the quotient.

```lean
/-- Suppose all other amplification factors have modulus below one. If the start vector overlaps the
target state and the target state has weight on the reference determinant `r`, the iterates
eventually have weight on `r` and their projected energy tends to `E g`. -/
theorem tendsto_projectedEnergy (hv : IsEigenbasis H E v) (s : ℝ) (g r : ι)
    (hs : ∀ k, k ≠ g → |1 - s * (E k - E g)| < 1) (x : ι → ℝ)
    (hx : v g ⬝ᵥ x ≠ 0) (hr : v g r ≠ 0) :
    (∀ᶠ N : ℕ in atTop, ((projector H s (E g)) ^ N *ᵥ x) r ≠ 0) ∧
    Tendsto (fun N : ℕ => projectedEnergy H r ((projector H s (E g)) ^ N *ᵥ x)) atTop
      (𝓝 (E g)) := by
  have hlim := tendsto_projector_pow hv s g hs x
  have hne : ((v g ⬝ᵥ x) • v g) r ≠ 0 := by
    rw [Pi.smul_apply, smul_eq_mul]
    exact mul_ne_zero hx hr
  have hden := tendsto_pi_nhds.mp hlim r
  have hc : Continuous fun y : ι → ℝ => (H *ᵥ y) r := by
    change Continuous fun y : ι → ℝ => ∑ j, H r j * y j
    fun_prop
  have hnum : Tendsto (fun N : ℕ => (H *ᵥ ((projector H s (E g)) ^ N *ᵥ x)) r) atTop
      (𝓝 ((H *ᵥ ((v g ⬝ᵥ x) • v g)) r)) := (hc.tendsto _).comp hlim
  -- on the limit vector the projected energy is exactly the eigenvalue
  have hE : (H *ᵥ ((v g ⬝ᵥ x) • v g)) r / ((v g ⬝ᵥ x) • v g) r = E g := by
    rw [div_eq_iff hne, Matrix.mulVec_smul, hv.eigen]
    simp only [Pi.smul_apply, smul_eq_mul]
    ring
  refine ⟨hden.eventually_ne hne, ?_⟩
  have h := hnum.div hden hne
  rw [hE] at h
  exact h
```

If the overlap vanishes, the iterates tend to the zero vector and the energy can settle on another state. Starting from $v_k$ with $k \neq g$, $q_k \neq 0$ and $v_k(r) \neq 0$, the projected energy is $E_k$ at every step. If instead $v_g(r) = 0$, the vector still converges to $c_g v_g$, but numerator and denominator both tend to zero, and only the decaying components of the other states contribute to the quotient.

## A gap above the ground state and a bound on the time step

The factors $q_k$ involve the whole spectrum. A sufficient condition that needs less uses a nondegenerate ground state $g$ (`hgap`), an upper bound $E_{\max}$ on all energies (`hmax`), and a positive time step with $s(E_{\max} - E_g) < 2$. For $k \neq g$,
$$0 < s(E_k - E_g) \le s(E_{\max} - E_g) < 2,$$
so $-1 < q_k < 1$. The lower inequality uses the gap and $s > 0$; the upper one uses the bound. They are `h1` and `h2` in the proof.

```lean
/-- For a nondegenerate ground state `g` and an upper bound `Emax` on the spectrum, any time step
with `0 < s` and `s (Emax - E g) < 2` projects onto the ground state. -/
theorem tendsto_of_timeStep (hv : IsEigenbasis H E v) (s Emax : ℝ) (g : ι)
    (hgap : ∀ k, k ≠ g → E g < E k) (hmax : ∀ k, E k ≤ Emax)
    (hs : 0 < s) (hs2 : s * (Emax - E g) < 2) (x : ι → ℝ) :
    Tendsto (fun N : ℕ => (projector H s (E g)) ^ N *ᵥ x) atTop
      (𝓝 ((v g ⬝ᵥ x) • v g)) := by
  refine tendsto_projector_pow hv s g (fun k hk => ?_) x
  have h1 : 0 < s * (E k - E g) := mul_pos hs (sub_pos.mpr (hgap k hk))
  have h2 : s * (E k - E g) ≤ s * (Emax - E g) :=
    mul_le_mul_of_nonneg_left (by linarith [hmax k]) hs.le
  rw [abs_lt]
  constructor <;> linarith
```

Without the gap, a degenerate partner of the ground state has $q_k = 1$ and its component persists. With too large a step, the highest states are the first to escape damping. If $E_{\max}$ is a loose bound, however, the iteration may converge even where this test fails.

## A Hamiltonian with two determinants

The matrix with rows $(-9,-12)$ and $(-12,-16)$ has energies $-25$ and $0$, with normalised eigenvectors $(3/5, 4/5)$ and $(4/5, -3/5)$. For $s = 1/50$ the excited state has $q_1 = 1/2$, so its component halves at each step. The last theorem checks the eigenbasis and the damping condition by evaluating every entry.

```lean
/-- A two-determinant Hamiltonian with energies `-25` and `0`, its orthonormal eigenvectors, and
the time step `1/50` satisfy the convergence condition for the state of energy `-25`. -/
theorem isEigenbasis_witness :
    IsEigenbasis !![-9, -12; -12, -16] ![-25, 0] ![![3/5, 4/5], ![4/5, -3/5]] ∧
    ∀ k : Fin 2, k ≠ 0 →
      |1 - (1/50 : ℝ) * ((![-25, 0] : Fin 2 → ℝ) k - (![-25, 0] : Fin 2 → ℝ) 0)| < 1 := by
  refine ⟨⟨?_, ?_⟩, ?_⟩
  · intro k l
    fin_cases k <;> fin_cases l <;> norm_num [dotProduct, Fin.sum_univ_succ]
  · intro k
    ext i
    fin_cases k <;> fin_cases i <;>
      norm_num [Matrix.mulVec, dotProduct, Fin.sum_univ_succ]
  · intro k hk
    fin_cases k
    · exact absurd rfl hk
    · norm_num [abs_lt]

end

end ProjectorIteration
```

Starting from $x = (1,0)$, the iterates are
$$P^N x = \tfrac{1}{25}\bigl(9 + 16\cdot 2^{-N},\; 12 - 12\cdot 2^{-N}\bigr).$$
With the second determinant as reference, the denominator is zero at $N=0$ and nonzero from the first step on, which is why the energy theorem says "eventually".

```lean
#print axioms ProjectorIteration.projection_iff
#print axioms ProjectorIteration.tendsto_projectedEnergy
#print axioms ProjectorIteration.tendsto_of_timeStep
```

```
'ProjectorIteration.projection_iff' depends on axioms: [propext, Classical.choice, Quot.sound]
'ProjectorIteration.tendsto_projectedEnergy' depends on axioms: [propext, Classical.choice, Quot.sound]
'ProjectorIteration.tendsto_of_timeStep' depends on axioms: [propext, Classical.choice, Quot.sound]
```
